# The exponentially decaying weights (1 − q)q^j are normalised, with mean q/(1 − q) and variance q/(1 − q)²

The theorem `geometric_moments` concerns the weights (1 − q)q^j on the indices j = 0, 1, 2, …, a discrete distribution that decays geometrically, for a real q with 0 ≤ q < 1. It states, as three convergent series (`HasSum`), that the weights sum to one, that the mean of j is q/(1 − q), and that the variance about this mean is q/(1 − q)². No Hamiltonian or state enters the statement; the index set is infinite and the weights already carry the normalising factor 1 − q. The attempt takes the known sums of q^n, n q^n and C(n+2, 2) q^n, forms linear combinations with `HasSum.mul_left` and `HasSum.add`, and uses `convert … using 1`, expecting at most a goal for the terms and a goal for the value.

An attempt in Lean 4 with a fault in it:

```lean
import Mathlib

open scoped BigOperators

namespace SSHEdgeShape

noncomputable section

/-- For `0 ≤ q < 1` the distribution `(1 - q) q^j` has total weight one, mean `q/(1 - q)` and
variance `q/(1 - q)²`, all three series converging. -/
theorem geometric_moments {q : ℝ} (h0 : 0 ≤ q) (h1 : q < 1) :
    HasSum (fun j : ℕ => (1 - q) * q ^ j) 1 ∧
    HasSum (fun j : ℕ => (j : ℝ) * ((1 - q) * q ^ j)) (q / (1 - q)) ∧
    HasSum (fun j : ℕ => ((j : ℝ) - q / (1 - q)) ^ 2 * ((1 - q) * q ^ j)) (q / (1 - q) ^ 2) := by
  have hn : ‖q‖ < 1 := by rwa [Real.norm_of_nonneg h0]
  have hd : 1 - q ≠ 0 := by linarith
  have s0 := hasSum_geometric_of_lt_one h0 h1
  have s1 := hasSum_coe_mul_geometric_of_norm_lt_one hn
  have s2 := hasSum_choose_mul_geometric_of_norm_lt_one 2 hn
  refine ⟨?_, ?_, ?_⟩
  · convert s0.mul_left (1 - q) using 1
    field_simp
  · convert s1.mul_left (1 - q) using 1
    · funext n
      ring
    · field_simp
  · -- (j - m)² = 2 C(j+2, 2) - (3 + 2m) j + (m² - 2)
    convert (((s2.mul_left 2).add (s1.mul_left (-3 - 2 * (q / (1 - q))))).add
      (s0.mul_left ((q / (1 - q)) ^ 2 - 2))).mul_left (1 - q) using 1
    · funext n
      simp only [Nat.cast_choose_two]
      push_cast
      ring
    · field_simp <;> ring

end

end SSHEdgeShape
```

Compiling this gives:

```
Main.lean:22:4: error: `field_simp` made no progress on the goal
Main.lean:24:6: error: Tactic `apply` failed: could not unify the conclusion of `@funext`
  ?f = ?g
with the goal
  Real.instAddCommMonoid =
    CommRing.toNonUnitalCommRing.toNonUnitalNonAssocCommRing.toNonUnitalNonAssocSemiring.toAddCommMonoid

Note: The full type of `@funext` is
  ∀ {α : Sort ?u.144} {β : α → Sort ?u.143} {f g : (x : α) → β x}, (∀ (x : α), f x = g x) → f = g

case e'_3
q : ℝ
h0 : 0 ≤ q
h1 : q < 1
hn : ‖q‖ < 1
hd : 1 - q ≠ 0
s0 : HasSum (fun n => q ^ n) (1 - q)⁻¹
s1 : HasSum (fun n => ↑n * q ^ n) (q / (1 - q) ^ 2)
s2 : HasSum (fun n => ↑((n + 2).choose 2) * q ^ n) (1 / (1 - q) ^ (2 + 1))
⊢ Real.instAddCommMonoid =
    CommRing.toNonUnitalCommRing.toNonUnitalNonAssocCommRing.toNonUnitalNonAssocSemiring.toAddCommMonoid
Main.lean:26:4: error: unsolved goals
case e'_5
q : ℝ
h0 : 0 ≤ q
h1 : q < 1
hn : ‖q‖ < 1
hd : 1 - q ≠ 0
s0 : HasSum (fun n => q ^ n) (1 - q)⁻¹
s1 : HasSum (fun n => ↑n * q ^ n) (q / (1 - q) ^ 2)
s2 : HasSum (fun n => ↑((n + 2).choose 2) * q ^ n) (1 / (1 - q) ^ (2 + 1))
⊢ (fun j => ↑j * (1 - q) * q ^ j) = fun i => (1 - q) * ↑i * q ^ i
Main.lean:23:2: error: unsolved goals
case e'_6
q : ℝ
h0 : 0 ≤ q
h1 : q < 1
hn : ‖q‖ < 1
hd : 1 - q ≠ 0
s0 : HasSum (fun n => q ^ n) (1 - q)⁻¹
s1 : HasSum (fun n => ↑n * q ^ n) (q / (1 - q) ^ 2)
s2 : HasSum (fun n => ↑((n + 2).choose 2) * q ^ n) (1 / (1 - q) ^ (2 + 1))
⊢ q / (1 - q) = (1 - q) * (q / (1 - q) ^ 2)
Main.lean:30:6: error: Tactic `apply` failed: could not unify the conclusion of `@funext`
  ?f = ?g
with the goal
  Real.instAddCommMonoid =
    CommRing.toNonUnitalCommRing.toNonUnitalNonAssocCommRing.toNonUnitalNonAssocSemiring.toAddCommMonoid

Note: The full type of `@funext` is
  ∀ {α : Sort ?u.206} {β : α → Sort ?u.205} {f g : (x : α) → β x}, (∀ (x : α), f x = g x) → f = g

case e'_3
q : ℝ
h0 : 0 ≤ q
h1 : q < 1
hn : ‖q‖ < 1
hd : 1 - q ≠ 0
s0 : HasSum (fun n => q ^ n) (1 - q)⁻¹
s1 : HasSum (fun n => ↑n * q ^ n) (q / (1 - q) ^ 2)
s2 : HasSum (fun n => ↑((n + 2).choose 2) * q ^ n) (1 / (1 - q) ^ (2 + 1))
⊢ Real.instAddCommMonoid =
    CommRing.toNonUnitalCommRing.toNonUnitalNonAssocCommRing.toNonUnitalNonAssocSemiring.toAddCommMonoid
Try this:
  [apply] ring_nf
  
  The `ring` tactic failed to close the goal. Use `ring_nf` to obtain a normal form.
    
  Note that `ring` works primarily in *commutative* rings. If you have a noncommutative ring, abelian group or module, consider using `noncomm_ring`, `abel` or `module` instead.
Main.lean:34:4: error: unsolved goals
case e'_5
q : ℝ
h0 : 0 ≤ q
h1 : q < 1
hn : ‖q‖ < 1
hd : 1 - q ≠ 0
s0 : HasSum (fun n => q ^ n) (1 - q)⁻¹
s1 : HasSum (fun n => ↑n * q ^ n) (q / (1 - q) ^ 2)
s2 : HasSum (fun n => ↑((n + 2).choose 2) * q ^ n) (1 / (1 - q) ^ (2 + 1))
⊢ (fun j =>
      -(↑j * q * q ^ j * (1 - q)⁻¹ * 2) + ↑j * q ^ 2 * q ^ j * (1 - q)⁻¹ * 2 - ↑j ^ 2 * q * q ^ j * (1 - q)⁻¹ * 2 +
            ↑j ^ 2 * q ^ 2 * q ^ j * (1 - q)⁻¹ +
          ↑j ^ 2 * q ^ j * (1 - q)⁻¹ +
        q ^ 2 * q ^ j * (1 - q)⁻¹) =
    fun i =>
    q * q ^ i * (1 - q)⁻¹ * 4 - q * q ^ i * (1 - q)⁻¹ * ↑((2 + i).choose 2) * 4 + q * q ^ i * (1 - q)⁻¹ * ↑i * 4 -
                q ^ 2 * q ^ i * (1 - q)⁻¹ +
              q ^ 2 * q ^ i * (1 - q)⁻¹ * ↑((2 + i).choose 2) * 2 -
            q ^ 2 * q ^ i * (1 - q)⁻¹ * ↑i -
          q ^ i * (1 - q)⁻¹ * 2 +
        q ^ i * (1 - q)⁻¹ * ↑((2 + i).choose 2) * 2 -
      q ^ i * (1 - q)⁻¹ * ↑i * 3
Main.lean:27:2: error: unsolved goals
case e'_6
q : ℝ
h0 : 0 ≤ q
h1 : q < 1
hn : ‖q‖ < 1
hd : 1 - q ≠ 0
s0 : HasSum (fun n => q ^ n) (1 - q)⁻¹
s1 : HasSum (fun n => ↑n * q ^ n) (q / (1 - q) ^ 2)
s2 : HasSum (fun n => ↑((n + 2).choose 2) * q ^ n) (1 / (1 - q) ^ (2 + 1))
⊢ q / (1 - q) ^ 2 =
    (1 - q) *
      (2 * (1 / (1 - q) ^ (2 + 1)) + (-3 - 2 * (q / (1 - q))) * (q / (1 - q) ^ 2) + ((q / (1 - q)) ^ 2 - 2) * (1 - q)⁻¹)
```

The mended proof, as a diff:

```diff
@@ -18,19 +18,21 @@
   have s1 := hasSum_coe_mul_geometric_of_norm_lt_one hn
   have s2 := hasSum_choose_mul_geometric_of_norm_lt_one 2 hn
+  have key : ∀ {f g : ℕ → ℝ} {x y : ℝ}, HasSum f x → (∀ n, g n = f n) → y = x → HasSum g y := by
+    intro f g x y h hf hx
+    rw [funext hf, hx]
+    exact h
   refine ⟨?_, ?_, ?_⟩
-  · convert s0.mul_left (1 - q) using 1
-    field_simp
-  · convert s1.mul_left (1 - q) using 1
-    · funext n
+  · exact key (s0.mul_left (1 - q)) (fun _ => rfl) (mul_inv_cancel₀ hd).symm
+  · refine key (s1.mul_left (1 - q)) (fun n => ?_) ?_
+    · ring
+    · field_simp
+  · -- (j - m)² = 2 C(j+2, 2) - (3 + 2m) j + (m² - 2)
+    refine key ((((s2.mul_left 2).add (s1.mul_left (-3 - 2 * (q / (1 - q))))).add
+      (s0.mul_left ((q / (1 - q)) ^ 2 - 2))).mul_left (1 - q)) (fun n => ?_) ?_
+    · simp only [Nat.cast_choose_two]
+      push_cast
       ring
     · field_simp
-  · -- (j - m)² = 2 C(j+2, 2) - (3 + 2m) j + (m² - 2)
-    convert (((s2.mul_left 2).add (s1.mul_left (-3 - 2 * (q / (1 - q))))).add
-      (s0.mul_left ((q / (1 - q)) ^ 2 - 2))).mul_left (1 - q) using 1
-    · funext n
-      simp only [Nat.cast_choose_two]
-      push_cast
       ring
-    · field_simp <;> ring
 
 end
```

Diagnosis. In the second and third parts `convert … using 1` left three goals, not two. The first, `e'_3`, equates `Real.instAddCommMonoid` with the `AddCommMonoid` reached through `CommRing`: goal and supplied term carry the additive structure of ℝ by different instance paths, and `convert` did not close this equation. Every bullet is thus displaced by one. `funext n` meets the instance equation, which `funext` cannot unify with; the tactics meant for the value meet the function equation `e'_5`, where they only rearrange under the binder; the value equation `e'_6` is never addressed. The first message, `field_simp` making no progress, does not display its goal; a leading instance goal would fit it.

The helper `key` transfers `HasSum f x` to `HasSum g y` from a pointwise equality and a value equality, by rewriting with `funext hf` and `hx`. Applying it leaves the instances to unification, which accepts them as definitionally equal, so only the two intended obligations remain. In the first part they are `rfl` and `(mul_inv_cancel₀ hd).symm`. In the others the original tactics now meet their intended goals, `funext n` being replaced by `fun n => ?_`. Writing `field_simp <;> ring` on two lines is tidying.
